# Products of anticommuting, square-zero creation operators vanish when a mode repeats

To expand a Slater determinant of N orbitals in a basis of M spin orbitals, one writes each orbital's creation operator as a sum over the basis and multiplies out:

b_k = Σ_p A_pk c_p, k = 1, …, N

b_1 b_2 ⋯ b_N = Σ A_{p_1 1} A_{p_2 2} ⋯ A_{p_N N} c_{p_1} c_{p_2} ⋯ c_{p_N}

Of the M^N terms, all those in which a mode index occurs twice are struck out at once. If N > M, nothing is left. Both steps follow from two algebraic relations between the c_p, with no vacuum state and no annihilation operators. For electronic structure in a finite one-particle basis, this is why M spin orbitals hold at most M electrons, whatever the Hamiltonian.

## Strings of operators in a ring

The operators c_0, …, c_{M−1} are elements of a ring R, which may be non-commutative. In physics R would be the linear operators on Fock space, but the derivation only adds, multiplies and changes signs.

```lean
import Mathlib

open List

namespace PauliExclusionStrings

variable {R : Type*} [Ring R] {M : ℕ}
```

Two relations are assumed, for all modes p and q:

c_p c_q = −c_q c_p

c_p c_p = 0

They encode fermionic statistics as a postulate; why electrons obey them is a separate question. In Lean a mode is an element of `Fin M`, the family is a function `c : Fin M → R`, and `IsCreationFamily c` collects the two relations.

```lean
/-- The two relations assumed of `M` fermionic creation operators: any two anticommute, and each
squares to zero. -/
structure IsCreationFamily (c : Fin M → R) : Prop where
  anticomm : ∀ p q, c p * c q = -(c q * c p)
  sq_zero : ∀ p, c p * c p = 0
```

For a list l = [p_1, …, p_n] of modes, write

C(l) = c_{p_1} c_{p_2} ⋯ c_{p_n}, C([]) = 1

This is `creationString c l`. The list keeps the order of the factors and allows repetitions, both of which matter here. The leftmost operator comes first in the list and would act last on a vacuum.

```lean
/-- The ordered product of the creation operators along a list of modes. -/
def creationString (c : Fin M → R) (l : List (Fin M)) : R := (l.map c).prod
```

The inductions below take off one operator at a time, using C(p :: l) = c_p C(l), where p :: l is the list l with p put in front.

```lean
theorem creationString_cons (c : Fin M → R) (p : Fin M) (l : List (Fin M)) :
    creationString c (p :: l) = c p * creationString c l := by
  simp [creationString]
```

## Anticommutation brings equal operators together

Physically, the first relation says that exchanging two fermions changes the sign of the state. In the derivation it is what lets an operator travel through a string. Suppose p occurs in l, and let q_1, …, q_k be the modes before its first occurrence, with X the product of everything after it. Then k exchanges give

c_p C(l) = c_p c_{q_1} ⋯ c_{q_k} c_p X
= (−1)^k c_{q_1} ⋯ c_{q_k} c_p c_p X
= 0

The last step uses the second relation. This is Pauli blocking: creating a fermion in a mode that the string already fills gives zero.

The Lean proof makes the same journey one place at a time, by induction on l. If the first entry q of the list equals p, the two equal operators are adjacent and `hc.sq_zero` finishes. Otherwise `hc.anticomm p q` exchanges c_p with c_q, and the induction hypothesis `ih` says that c_p times the rest is zero. The sign (−1)^k never has to be counted, since it multiplies zero.

```lean
/-- Pauli blocking: creating a fermion in a mode that the string already fills gives zero. -/
theorem pauli_blocking {c : Fin M → R} (hc : IsCreationFamily c) {p : Fin M}
    {l : List (Fin M)} (hp : p ∈ l) : c p * creationString c l = 0 := by
  induction l with
  | nil => simp at hp
  | cons q t ih =>
    rw [creationString_cons, ← mul_assoc]
    rcases List.mem_cons.1 hp with h | h
    · -- the two equal operators stand next to each other
      rw [← h, hc.sq_zero, zero_mul]
    · -- otherwise move `c p` one place to the right
      rw [hc.anticomm p q, neg_mul, mul_assoc, ih h, mul_zero, neg_zero]
```

Without anticommutation the conclusion can fail, even if all squares vanish. Take a single fermionic mode with creation operator a† and annihilation operator a, and set c_0 = a†, c_1 = a. Both square to zero, but

c_0 c_1 c_0 = a† a a† = a† ≠ 0

although mode label 0 occurs twice. These two operators do not anticommute: their anticommutator is 1.

The sign itself is not essential for the vanishing. Spin-raising operators on different spin-1/2 sites, or creation operators of hard-core bosons, commute with each other and square to zero. The same journey through the string, now without signs, shows that their products also vanish when a site repeats. That variant is argued here in prose only; the code treats the anticommuting case.

## Zero squares remove the pair

The second relation says that one mode cannot be filled twice in immediate succession. Blocking extends this to copies separated by other operators, and a further step extends it to a repetition anywhere in a string. If p occurs twice in l, split the product at the first copy, with Y the product before it and Z the list after it:

C(l) = Y c_p C(Z), with p in Z

The factor c_p C(Z) vanishes by blocking, so C(l) = 0.

In Lean, `l.Nodup` means that no entry of l repeats, so the hypothesis is `¬ l.Nodup`. The proof again goes by induction. For a list p :: t there are two cases. Either p occurs in t, and `pauli_blocking` applies, or the repetition lies within t, and the induction hypothesis makes C(t) zero.

```lean
/-- A product of creation operators in which some mode occurs twice is zero. -/
theorem creationString_eq_zero_of_repeated {c : Fin M → R} (hc : IsCreationFamily c)
    {l : List (Fin M)} (hl : ¬ l.Nodup) : creationString c l = 0 := by
  induction l with
  | nil => exact absurd List.nodup_nil hl
  | cons p t ih =>
    rw [creationString_cons]
    by_cases hp : p ∈ t
    · exact pauli_blocking hc hp
    · have ht : ¬ t.Nodup := fun h => hl (List.nodup_cons.2 ⟨hp, h⟩)
      rw [ih ht, mul_zero]
```

For operators on a complex vector space, the second relation is already contained in the first: setting q = p gives 2 c_p c_p = 0, and one divides by 2. In a general ring that division may be unavailable. In the integers modulo 2, the choice c_p = 1 satisfies the first relation because 1 = −1, yet every string equals 1. Stating the zero square separately excludes such cases.

## Finitely many modes cap the length

The number M is the size of the one-particle basis, with spin included: a spatial orbital used for both spins counts as two modes. By hand, it enters through a pigeonhole argument. A list of more than M modes drawn from only M must contain a repetition, so its string vanishes:

n > M ⇒ c_{p_1} c_{p_2} ⋯ c_{p_n} = 0

The Lean hypothesis is `M < l.length`. The proof assumes that the list has no repetition, obtains from `hn.length_le_card` that its length is at most the number of modes, and lets `omega` find the contradiction.

```lean
/-- Every product of more than `M` creation operators for `M` fermionic modes is zero. -/
theorem creationString_eq_zero_of_too_many {c : Fin M → R} (hc : IsCreationFamily c)
    {l : List (Fin M)} (hl : M < l.length) : creationString c l = 0 := by
  apply creationString_eq_zero_of_repeated hc
  intro hn
  -- a list of distinct modes has at most `M` entries
  have h := hn.length_le_card
  rw [Fintype.card_fin] at h
  omega
```

With infinitely many modes, the argument about repetitions would be unchanged, since any one string is finite, but there would be no general limit on its length. Orthonormality plays no part either: creation operators of non-orthogonal orbitals satisfy the same two relations.

## A non-zero filled string makes the rule exact

So far the results only say when a string vanishes. For the converse, strings need to be compared up to order. Any reordering is a sequence of exchanges of neighbours, each of which contributes a factor −1, so

C(l′) = C(l) or C(l′) = −C(l)

whenever l′ is a reordering of l. The Lean proof follows the way in which `List.Perm` is built up: keeping a common first entry, exchanging the first two entries, and composing two reorderings. Only the exchange calls on anticommutation. The theorem leaves open which sign occurs; it does not identify it with the parity of the permutation.

```lean
/-- Reordering a product of creation operators changes it at most by a sign. -/
theorem creationString_perm {c : Fin M → R} (hc : IsCreationFamily c)
    {l l' : List (Fin M)} (h : l.Perm l') :
    creationString c l = creationString c l' ∨
      creationString c l = -creationString c l' := by
  induction h with
  | nil => exact Or.inl rfl
  | cons x _ ih =>
    rcases ih with ih | ih
    · left
      rw [creationString_cons, creationString_cons, ih]
    · right
      rw [creationString_cons, creationString_cons, ih, mul_neg]
  | swap x y l =>
    right
    simp only [creationString_cons]
    rw [← mul_assoc, hc.anticomm y x, neg_mul, mul_assoc]
  | trans _ _ ih1 ih2 =>
    rcases ih1 with h1 | h1 <;> rcases ih2 with h2 | h2 <;> rw [h1, h2] <;> simp
```

The additional hypothesis is that the product of all M operators is non-zero:

c_0 c_1 ⋯ c_{M−1} ≠ 0

Physically, the state with every mode filled exists. In Lean this is `hfull`, where `List.finRange M` lists the modes in increasing order. For M = 0 the product is the empty one, and the condition reads 1 ≠ 0.

Let l be a list without repetition, and let r list the modes that it leaves empty. Then l followed by r is a reordering of all modes, and

C(l) C(r) = ±c_0 c_1 ⋯ c_{M−1} ≠ 0

Hence C(l) ≠ 0. Together with the earlier result, a string is non-zero exactly when no mode repeats.

The proof builds `r` by filtering the full list. It shows that `l ++ r` has no repetition and contains every mode, which gives the reordering `hperm`. If C(l) were zero, `hsplit` would make the longer string zero, and `creationString_perm` would carry that zero over to the filled string, against `hfull`.

```lean
/-- If the product of all `M` creation operators is non-zero, then a product of creation
operators is non-zero exactly when no mode occurs twice in it. -/
theorem creationString_ne_zero_iff {c : Fin M → R} (hc : IsCreationFamily c)
    (hfull : creationString c (List.finRange M) ≠ 0) (l : List (Fin M)) :
    creationString c l ≠ 0 ↔ l.Nodup := by
  constructor
  · intro h
    by_contra hn
    exact h (creationString_eq_zero_of_repeated hc hn)
  · intro hn h0
    -- complete `l` by the modes it leaves empty
    let r : List (Fin M) := (List.finRange M).filter (fun p => decide (p ∉ l))
    have hr : ∀ p, p ∈ r ↔ p ∉ l := by
      intro p
      simp [r]
    have hrn : r.Nodup := (List.nodup_finRange M).filter _
    have hd : (l ++ r).Nodup :=
      List.Nodup.append hn hrn (fun p hp hp' => (hr p).1 hp' hp)
    have hperm : (List.finRange M).Perm (l ++ r) := by
      refine (List.perm_ext_iff_of_nodup (List.nodup_finRange M) hd).2 (fun p => ?_)
      rw [List.mem_append, hr p]
      exact ⟨fun _ => Classical.em _, fun _ => List.mem_finRange p⟩
    -- the string of `l` is a factor of the completely filled string
    have hz : creationString c (l ++ r) = 0 := by
      have hsplit : creationString c (l ++ r) = creationString c l * creationString c r := by
        simp [creationString]
      rw [hsplit, h0, zero_mul]
    rcases creationString_perm hc hperm with h | h
    · exact hfull (by rw [h, hz])
    · exact hfull (by rw [h, hz, neg_zero])
```

Without this hypothesis the converse fails. Take M = 2 and c_0 = c_1 = c, with c ≠ 0 and c² = 0. Both relations hold and the list [0, 1] has no repetition, yet its string is c² = 0. This is the case of a linearly dependent basis, in which the same orbital has been entered under two labels.

The model could also have included annihilation operators a_p, with

a_p c_q + c_q a_p = δ_pq

Passing a_0, then a_1, and so on through the filled string would remove its operators one by one. In any ring with 1 ≠ 0, the string could therefore not vanish, and `hfull` would become a consequence. The price would be more assumptions for the vanishing results, which do not need them.

## The exterior algebra fills all M modes

A concrete family shows that all these hypotheses can be met for every M. Let e_p be the p-th basis vector of ℂ^M, regarded as an element of the exterior algebra. The product there is the wedge product, the algebraic form of an antisymmetrised product of orbitals, and left multiplication by e_p acts as a creation operator.

```lean
/-- The `p`-th basis vector of `ℂ^M`, seen as an element of the exterior algebra. -/
noncomputable def exteriorCreator (M : ℕ) (p : Fin M) : ExteriorAlgebra ℂ (Fin M → ℂ) :=
  ExteriorAlgebra.ι ℂ (Pi.single p 1 : Fin M → ℂ)
```

The two relations are basic properties of the wedge product. To see that the filled string is non-zero, use the linear functional D that vanishes on products of any number of vectors other than M and satisfies

D(v_0 ∧ v_1 ∧ ⋯ ∧ v_{M−1}) = det(v_0, v_1, …, v_{M−1})

On the basis vectors it gives the determinant of the identity matrix:

D(e_0 ∧ e_1 ∧ ⋯ ∧ e_{M−1}) = 1

A linear functional sends zero to zero, so the product cannot be zero.

In the code, `f` assigns an alternating map to each number of factors: the determinant for M factors and zero otherwise. `ExteriorAlgebra.liftAlternating` turns this family into D. The assumption that the filled string vanishes becomes `h1`, the value of the determinant is `h3`, and together they yield 0 = 1.

```lean
/-- The basis vectors in the exterior algebra of `ℂ^M` form a family of creation operators,
and the product of all `M` of them is non-zero. -/
theorem exteriorCreator_witness (M : ℕ) :
    IsCreationFamily (exteriorCreator M) ∧
      creationString (exteriorCreator M) (List.finRange M) ≠ 0 := by
  refine ⟨⟨fun p q => ?_, fun p => ?_⟩, fun h => ?_⟩
  · exact eq_neg_of_add_eq_zero_left (ExteriorAlgebra.ι_add_mul_swap _ _)
  · exact ExteriorAlgebra.ι_sq_zero _
  · let v : Fin M → (Fin M → ℂ) := fun p => Pi.single p 1
    have h1 : ExteriorAlgebra.ιMulti ℂ M v = 0 := by
      rw [ExteriorAlgebra.ιMulti_apply, List.ofFn_eq_map]
      exact h
    -- lift the determinant to a linear functional on the exterior algebra
    let f : ∀ i : ℕ, (Fin M → ℂ) [⋀^Fin i]→ₗ[ℂ] ℂ := Pi.single M Matrix.detRowAlternating
    have h2 := ExteriorAlgebra.liftAlternating_apply_ιMulti f v
    rw [h1, map_zero] at h2
    have hf : f M = Matrix.detRowAlternating := Pi.single_eq_same _ _
    have hv : Matrix.of v = 1 := by
      ext i j
      simp [v, Matrix.one_apply, Pi.single_apply, eq_comm]
    have h3 : f M v = 1 := by
      rw [hf]
      change Matrix.det (Matrix.of v) = 1
      rw [hv, Matrix.det_one]
    rw [h3] at h2
    exact zero_ne_one h2
```

A string of length M can therefore survive, and the bound on the length is sharp. Applying the converse to this family gives the complete rule for wedge products of basis vectors: such a product is non-zero exactly when all its factors are different.

```lean
/-- In the exterior algebra of `ℂ^M`, a product of basis vectors is non-zero exactly when
no basis vector occurs twice in it. -/
theorem exteriorCreator_string_ne_zero_iff (M : ℕ) (l : List (Fin M)) :
    creationString (exteriorCreator M) l ≠ 0 ↔ l.Nodup :=
  creationString_ne_zero_iff (exteriorCreator_witness M).1 (exteriorCreator_witness M).2 l

end PauliExclusionStrings
```

```lean
#print axioms PauliExclusionStrings.creationString_eq_zero_of_repeated
#print axioms PauliExclusionStrings.creationString_eq_zero_of_too_many
#print axioms PauliExclusionStrings.exteriorCreator_string_ne_zero_iff
```

```
'PauliExclusionStrings.creationString_eq_zero_of_repeated' depends on axioms: [propext, Classical.choice, Quot.sound]
'PauliExclusionStrings.creationString_eq_zero_of_too_many' depends on axioms: [propext, Classical.choice, Quot.sound]
'PauliExclusionStrings.exteriorCreator_string_ne_zero_iff' depends on axioms: [propext, Classical.choice, Quot.sound]
```
